# A signal on a finite ring with no vanishing Fourier coefficient is determined by its bispectrum up to a translation

The theorem `bispectrum_complete` concerns complex signals on a periodic ring of n sites, with n nonzero. The bispectrum of a signal with Fourier coefficients F(k) is the product F(k) F(l) conj(F(k+l)), which does not change when the signal is translated. The theorem says that if no Fourier coefficient of f vanishes and g has the same bispectrum as f, then there is exactly one shift a on the ring with g(x) = f(x − a) for all x. The proof takes the ratios of the coefficients of g to those of f, shows that they are multiplicative in k, and concludes that they are the phases of a translation. The coefficient at k = 1 then shows that the shift is unique.

This version doesn't compile in Lean 4 with Mathlib:

```lean
import Mathlib

open ComplexConjugate

namespace BispectrumComplete

noncomputable section

variable {n : ℕ} [NeZero n]

/-- The Fourier coefficient `F(k) = ∑ₓ exp(-2πi x k / n) f(x)` of a signal on the ring `Z_n`. -/
def fourier (f : ZMod n → ℂ) (k : ZMod n) : ℂ :=
  ∑ x, ZMod.stdAddChar (N := n) (-(x * k)) * f x

/-- The bispectrum `F(k) F(l) conj(F(k+l))` of a signal on the ring `Z_n`. -/
def bispectrum (f : ZMod n → ℂ) (k l : ZMod n) : ℂ :=
  fourier f k * fourier f l * conj (fourier f (k + l))

/-- A signal on the ring is determined by its Fourier coefficients. -/
theorem fourier_injective {f g : ZMod n → ℂ} (h : ∀ k, fourier f k = fourier g k) :
    f = g := by
  apply (ZMod.dft (N := n) (E := ℂ)).injective
  funext k
  rw [ZMod.dft_apply, ZMod.dft_apply]
  exact h k

/-- Translating a signal by `a` multiplies its `k`-th Fourier coefficient by the phase
`exp(-2πi a k / n)`. -/
theorem fourier_translate (f : ZMod n → ℂ) (a k : ZMod n) :
    fourier (fun x => f (x - a)) k
      = ZMod.stdAddChar (N := n) (-(a * k)) * fourier f k := by
  unfold fourier
  rw [Finset.mul_sum]
  refine Fintype.sum_equiv (Equiv.subRight a) _ _ (fun x => ?_)
  have e : -(x * k) = -(a * k) + -((x - a) * k) := by ring
  simp only [Equiv.subRight_apply]
  rw [e, AddChar.map_add_eq_mul, mul_assoc]

omit [NeZero n] in
/-- If factors `H(k)` satisfy `H(k) H(l) conj(H(k+l)) = 1` for all `k` and `l`, then `H(0) = 1`
and `H(k+l) = H(k) H(l)`. -/
theorem multiplicative_of_triple_product {H : ZMod n → ℂ}
    (h : ∀ k l, H k * H l * conj (H (k + l)) = 1) :
    H 0 = 1 ∧ ∀ k l, H (k + l) = H k * H l := by
  have h00 : H 0 * H 0 * conj (H 0) = 1 := by
    have := h 0 0
    rwa [add_zero] at this
  -- the zero mode has modulus one, hence equals one
  have hnorm : ‖H 0‖ = 1 := by
    have h3 := congrArg norm h00
    rw [norm_mul, norm_mul, RCLike.norm_conj, norm_one] at h3
    refine (pow_eq_one_iff_of_nonneg (norm_nonneg _) (by norm_num : (3 : ℕ) ≠ 0)).mp ?_
    linarith [show ‖H 0‖ ^ 3 = ‖H 0‖ * ‖H 0‖ * ‖H 0‖ by ring]
  have hz : H 0 * conj (H 0) = 1 := by
    rw [Complex.mul_conj, Complex.normSq_eq_norm_sq, hnorm]
    norm_num
  have h0 : H 0 = 1 := by linear_combination h00 - H 0 * hz
  -- every factor is a pure phase
  have hu : ∀ k, H k * conj (H k) = 1 := by
    intro k
    have := h k 0
    rwa [add_zero, h0, mul_one] at this
  refine ⟨h0, fun k l => ?_⟩
  linear_combination (H k * H l) * hu (k + l) - H (k + l) * h k l

/-- Factors with `H(0) = 1` and `H(k+l) = H(k) H(l)` are the phases `exp(-2πi a k / n)` of a
translation by some `a`. -/
theorem exists_shift_of_multiplicative {H : ZMod n → ℂ} (h0 : H 0 = 1)
    (hadd : ∀ k l, H (k + l) = H k * H l) :
    ∃ a : ZMod n, ∀ k, H k = ZMod.stdAddChar (N := n) (-(a * k)) := by
  have hpow : ∀ K : ZMod n → ℂ, K 0 = 1 → (∀ k l, K (k + l) = K k * K l) →
      ∀ m : ℕ, K (m : ZMod n) = K 1 ^ m := by
    intro K hK0 hK m
    induction m with
    | zero => rw [Nat.cast_zero, hK0, pow_zero]
    | succ m ih => rw [Nat.cast_succ, hK, ih, pow_succ]
  have hζ : IsPrimitiveRoot (ZMod.stdAddChar (N := n) 1) n := by
    have e : ZMod.stdAddChar (N := n) 1 = Complex.exp (2 * Real.pi * Complex.I / n) := by
      have := ZMod.stdAddChar_coe (N := n) 1
      simpa using this
    rw [e]
    exact Complex.isPrimitiveRoot_exp n (NeZero.ne n)
  -- H(1) is an n-th root of unity
  have hroot : H 1 ^ n = 1 := by
    rw [← hpow H h0 hadd n, ZMod.natCast_self, h0]
  obtain ⟨i, _, hi⟩ := hζ.eq_pow_of_pow_eq_one hroot
  refine ⟨-(i : ZMod n), fun k => ?_⟩
  have hk : -(-(i : ZMod n) * k) = ((i * k.val : ℕ) : ZMod n) := by
    rw [Nat.cast_mul, ZMod.natCast_zmod_val]
    ring
  have hH : H k = H 1 ^ k.val := by
    rw [← hpow H h0 hadd k.val, ZMod.natCast_zmod_val]
  rw [hk, hpow (fun x => ZMod.stdAddChar (N := n) x) (AddChar.map_zero_eq_one _)
    (AddChar.map_add_eq_mul _), hH, ← hi, pow_mul]

/-- Completeness of the bispectrum: if no Fourier coefficient of `f` vanishes and `g` has the
same bispectrum as `f`, then `g` is the translate of `f` by exactly one shift `a`. -/
theorem bispectrum_complete {f g : ZMod n → ℂ} (hF : ∀ k, fourier f k ≠ 0)
    (hB : ∀ k l, bispectrum f k l = bispectrum g k l) :
    ∃! a : ZMod n, ∀ x, g x = f (x - a) := by
  have hH : ∀ k l, fourier g k / fourier f k * (fourier g l / fourier f l)
      * conj (fourier g (k + l) / fourier f (k + l)) = 1 := by
    intro k l
    have hc : conj (fourier f (k + l)) ≠ 0 := (map_ne_zero _).mpr (hF _)
    rw [map_div₀, div_mul_div_comm, div_mul_div_comm,
      div_eq_one_iff_eq (mul_ne_zero (mul_ne_zero (hF k) (hF l)) hc)]
    exact (hB k l).symm
  -- the ratio of the coefficients is the phase of a translation
  obtain ⟨h0, hadd⟩ :=
    multiplicative_of_triple_product (H := fun k => fourier g k / fourier f k) hH
  obtain ⟨a, ha⟩ := exists_shift_of_multiplicative h0 hadd
  have hg : g = fun x => f (x - a) := by
    apply fourier_injective
    intro k
    rw [fourier_translate]
    exact (div_eq_iff (hF k)).mp (ha k)
  refine ⟨a, fun x => congrFun hg x, fun b hb => ?_⟩
  -- the coefficient at k = 1 fixes the shift
  have h1 : fourier (fun x => f (x - b)) 1 = fourier (fun x => f (x - a)) 1 := by
    rw [← hg, ← (funext hb : g = fun x => f (x - b))]
  rw [fourier_translate, fourier_translate] at h1
  have h2 := ZMod.injective_stdAddChar (mul_right_cancel₀ (hF 1) h1)
  linear_combination -h2

end

end BispectrumComplete
```

The compiler's answer:

```
Main.lean:111:54: error: Application type mismatch: The argument
  hadd
has type
  ∀ (k l : ZMod n), fourier g (k + l) / fourier f (k + l) = fourier g k / fourier f k * (fourier g l / fourier f l)
but is expected to have type
  ∀ (k l : ZMod ?m.173), ?m.175 (k + l) = ?m.175 k * ?m.175 l
in the application
  exists_shift_of_multiplicative ?m.176 hadd
```

The change, after which it compiles:

```diff
@@ -109,5 +109,6 @@
   obtain ⟨h0, hadd⟩ :=
     multiplicative_of_triple_product (H := fun k => fourier g k / fourier f k) hH
-  obtain ⟨a, ha⟩ := exists_shift_of_multiplicative h0 hadd
+  obtain ⟨a, ha⟩ :=
+    exists_shift_of_multiplicative (H := fun k => fourier g k / fourier f k) h0 hadd
   have hg : g = fun x => f (x - a) := by
     apply fourier_injective
```

The lemma `exists_shift_of_multiplicative` is about a function `H`, which is an implicit argument, so Lean has to infer it from the hypotheses supplied. Here `H` should be the ratio `fun k => fourier g k / fourier f k`, but the type of `hadd` has the quotients written out and no longer shows a function applied to an argument. Lean must therefore find an unknown function, `?m.175` in the message, whose value at `k + l` is `fourier g (k + l) / fourier f (k + l)`. Because the argument is the compound term `k + l` and not a plain variable, this equation does not by itself fix the function, and Lean reports a mismatch. The hypothesis `h0` had not settled the matter either, since it only gives the value at `0`.

The repair names the function with `(H := fun k => fourier g k / fourier f k)`. The expected type then reduces to the type of `hadd` by evaluating the function at its arguments, and nothing is left to guess. The line break after `:=` is only layout.
